# A real orthonormal wavelet filter with p vanishing moments has length at least 2p

Suppose a code builds its wavelet filter by solving the orthonormality and moment equations numerically, and the input asks for six taps and four vanishing moments. The solver stalls at a finite residual. The stall alone doesn't show whether the starting guess was poor or the system has no solution, and the search may go on with new guesses. Here there is no solution: an orthonormal filter with four vanishing moments has length at least eight, counting any zero taps inside it.

## The length bound and the autocorrelations at minimal length

Let \(h_n\) be real taps, zero unless \(0\le n\le L-1\), and let \(r(m)=\sum_n h_n h_{n+m}\) be their autocorrelation. Assume

\[
r(2k)=\delta_{k,0}\ \ (k\in\mathbb Z),\qquad M_q:=\sum_n(-1)^n n^q h_n=0\ \ (0\le q<p),
\]

with \(0^0=1\). Then \(L\ge 2p\). If \(L=2p\), the odd autocorrelations are also fixed: for \(0\le j<p\),

\[
r(2j+1)=\frac12\prod_{\substack{0\le i<p\\ i\ne j}}\frac{(2i+1)^2}{(2i+1)^2-(2j+1)^2}.
\]

The first condition gives the filter unit norm and makes it orthogonal to its translates by non-zero even shifts. Scaling functions on different grid points need it if their overlap matrix is to be the identity. The second makes the detail filter \((-1)^n h_{1-n}\) give zero on samples of any polynomial of degree below \(p\), so that smooth parts of an orbital leave small detail coefficients.

## Filter length in a multiresolution code

In electronic structure codes with compactly supported orthonormal wavelets, the bound sets the least filter length for a chosen number of moments, for a single real filter in one dimension. The length enters the cost of each transform step and the width of the halo exchanged between processes. An input check can reject \(L<2p\) before any solver starts. For a tabulated filter of minimal length, the product formula gives a test of the taps: at \(p=2\) it requires \(r(1)=9/16\) and \(r(3)=-1/16\).

## Doubled moments and a polynomial with chosen zeros

The substitution \(n\to n-m\) shows that \(r(-m)=r(m)\). For \(0\le q<2p\), write the alternating moment of \(r\) as a sum over pairs of taps and expand \((m-n)^q\):

\[
\sum_d(-1)^d d^q r(d)=\sum_{n,m}(-1)^{m-n}(m-n)^q h_nh_m=\sum_{i=0}^{q}\binom qi(-1)^{q-i}M_{q-i}M_i .
\]

Since \(i+(q-i)<2p\), one of the two orders is below \(p\), and every term vanishes. So \(p\) vanishing moments of \(h\) give \(2p\) of \(r\).

Let \(P\) be a real polynomial of degree below \(p\). Then \(P(d^2)\) contains only powers of \(d\) up to \(2p-2\), and therefore \(\sum_d(-1)^dP(d^2)r(d)=0\). The term \(d=0\) is \(P(0)\), the other even lags vanish, and the odd lags occur in equal pairs \(\pm d\) with sign \(-1\). This leaves

\[
P(0)=2\sum_{j=0}^{\lfloor L/2\rfloor-1}r(2j+1)\,P\big((2j+1)^2\big).
\]

Let \(S\) be the set of \(j\) in this sum with \(r(2j+1)\ne0\), and suppose it has fewer than \(p\) elements. Then \(P(x)=\prod_{i\in S}(x-(2i+1)^2)\) is allowed. Each term on the right vanishes, because either \(r(2j+1)=0\) or \(P\) has a zero there. The left side is \(\prod_{i\in S}(-(2i+1)^2)\ne0\), a contradiction. Hence \(p\le|S|\le\lfloor L/2\rfloor\), and \(L\ge2p\).

For \(L=2p\), choose the zeros of \(P\) at all squared odd lags below \(2p\) except \((2j+1)^2\). Its degree is \(p-1\), and one term survives:

\[
\prod_{i\ne j}\big(-(2i+1)^2\big)=2\,r(2j+1)\prod_{i\ne j}\big((2j+1)^2-(2i+1)^2\big).
\]

The squares are distinct, so we can divide by the last product, which gives the formula.

## The same steps in Lean

`autocorr_neg` proves that \(r\) is even by writing it as a double sum over taps and exchanging the sums. `sum_lag` turns a sum over lags into a sum over pairs of taps, for any finite set of lags that contains all \(|d|<L\). `autocorr_moment` expands the power with `add_pow` and splits on `lt_or_ge i p` to find the vanishing factor.

`sum_even_function` does the pairing of lags by induction, adding two odd and two even lags at each step. `odd_lag_extrapolation` applies it to \((-1)^dP(d^2)r(d)\) and solves for \(P(0)\). `extrapolate_nodes` inserts the product polynomial.

`card_odd_lags` is the argument by contradiction, and `two_mul_moments_le_length` compares its count with `L / 2`, the integer quotient. `autocorr_of_minimal_length` keeps the single surviving term with `Finset.sum_eq_single_of_mem`; its step `hne` shows that the divisor is non-zero.

```lean
import Mathlib

open Finset Polynomial

namespace WaveletFilterLength

noncomputable section

/-- The filter `h` has its taps at the positions `0, ..., L - 1` and is zero elsewhere. -/
def SupportedOn (L : ℕ) (h : ℤ → ℝ) : Prop :=
  ∀ n, n ∉ Ico (0 : ℤ) L → h n = 0

/-- The autocorrelation of the filter at lag `m`, summed over the window `0, ..., L - 1`. -/
def autocorr (L : ℕ) (h : ℤ → ℝ) (m : ℤ) : ℝ :=
  ∑ n ∈ Ico (0 : ℤ) L, h n * h (n + m)

/-- For a filter supported on the window `0, ..., L - 1`, this says that it has unit norm and is
orthogonal to its own translates by non-zero even shifts. -/
def IsOrthonormal (L : ℕ) (h : ℤ → ℝ) : Prop :=
  ∀ k : ℤ, autocorr L h (2 * k) = if k = 0 then 1 else 0

/-- The alternating moments of orders `0, ..., p - 1`, summed over the window `0, ..., L - 1`,
vanish. -/
def VanishingMoments (L p : ℕ) (h : ℤ → ℝ) : Prop :=
  ∀ q < p, ∑ n ∈ Ico (0 : ℤ) L, (-1 : ℝ) ^ n * (n : ℝ) ^ q * h n = 0

variable {L p : ℕ} {h : ℤ → ℝ}

/-- The autocorrelation of a filter supported on the window is an even function of the lag. -/
theorem autocorr_neg (hs : SupportedOn L h) (m : ℤ) :
    autocorr L h (-m) = autocorr L h m := by
  -- write the autocorrelation as a sum over pairs of taps at distance `m`
  have key : ∀ m, autocorr L h m = ∑ n ∈ Ico (0 : ℤ) L, ∑ k ∈ Ico (0 : ℤ) L,
      if k = n + m then h n * h k else 0 := by
    intro m
    refine Finset.sum_congr rfl fun n _ => ?_
    rw [Finset.sum_ite_eq']
    split_ifs with hk
    · rfl
    · rw [hs _ hk, mul_zero]
  rw [key, key m, Finset.sum_comm]
  refine Finset.sum_congr rfl fun n _ => Finset.sum_congr rfl fun k _ => ?_
  by_cases hk : k = n + m
  · have h1 : n = k + -m := by omega
    rw [if_pos hk, if_pos h1, mul_comm]
  · have h1 : ¬ n = k + -m := by omega
    rw [if_neg hk, if_neg h1]

/-- For a filter supported on the window, a weighted sum of autocorrelations over a set of lags
containing all `|d| < L` is a double sum over pairs of taps. -/
theorem sum_lag (hs : SupportedOn L h) (f : ℤ → ℝ) (D : Finset ℤ)
    (hD : ∀ d : ℤ, -(L : ℤ) < d → d < L → d ∈ D) :
    ∑ d ∈ D, f d * autocorr L h d =
      ∑ n ∈ Ico (0 : ℤ) L, ∑ m ∈ Ico (0 : ℤ) L, f (m - n) * (h n * h m) := by
  simp only [autocorr, Finset.mul_sum]
  rw [Finset.sum_comm]
  refine Finset.sum_congr rfl fun n hn => ?_
  have e : ∑ m ∈ Ico (0 : ℤ) L, f (m - n) * (h n * h m) =
      ∑ m ∈ D.image (fun d => n + d), f (m - n) * (h n * h m) := by
    refine Finset.sum_subset ?_ ?_
    · intro m hm
      rw [Finset.mem_Ico] at hn hm
      exact Finset.mem_image.mpr ⟨m - n, hD _ (by omega) (by omega), by ring⟩
    · intro m _ hm
      rw [hs m hm, mul_zero, mul_zero]
  have hinj : Set.InjOn (fun d : ℤ => n + d) D := fun a _ b _ hab => add_left_cancel hab
  rw [e, Finset.sum_image hinj]
  refine Finset.sum_congr rfl fun d _ => ?_
  rw [add_sub_cancel_left]

/-- If a filter supported on the window has `p` vanishing moments, its autocorrelation has `2p`: its
alternating moments of all orders below `2p` vanish. -/
theorem autocorr_moment (hs : SupportedOn L h) (hm : VanishingMoments L p h) (D : Finset ℤ)
    (hD : ∀ d : ℤ, -(L : ℤ) < d → d < L → d ∈ D) (q : ℕ) (hq : q < 2 * p) :
    ∑ d ∈ D, (-1 : ℝ) ^ d * (d : ℝ) ^ q * autocorr L h d = 0 := by
  -- in each binomial term one of the two moments has order below `p`
  have hz : ∑ i ∈ range (q + 1), ((q.choose i : ℝ) * (-1) ^ (q - i)) *
      ((∑ n ∈ Ico (0 : ℤ) L, (-1 : ℝ) ^ n * (n : ℝ) ^ (q - i) * h n) *
        ∑ m ∈ Ico (0 : ℤ) L, (-1 : ℝ) ^ m * (m : ℝ) ^ i * h m) = 0 := by
    refine Finset.sum_eq_zero fun i _ => ?_
    rcases lt_or_ge i p with hi | hi
    · rw [hm i hi, mul_zero, mul_zero]
    · rw [hm (q - i) (by omega), zero_mul, mul_zero]
  refine (sum_lag hs (fun d => (-1 : ℝ) ^ d * (d : ℝ) ^ q) D hD).trans (Eq.trans ?_ hz)
  symm
  simp_rw [Finset.sum_mul_sum, Finset.mul_sum]
  rw [Finset.sum_comm]
  refine Finset.sum_congr rfl fun n _ => ?_
  rw [Finset.sum_comm]
  refine Finset.sum_congr rfl fun m _ => ?_
  have s : (-1 : ℝ) ^ (m - n) = (-1) ^ n * (-1) ^ m := by
    rw [zpow_sub₀ (by norm_num), div_eq_mul_inv, ← inv_zpow,
      show (-1 : ℝ)⁻¹ = -1 by norm_num, mul_comm]
  rw [s, Int.cast_sub, sub_eq_add_neg, add_pow, Finset.mul_sum, Finset.sum_mul]
  refine Finset.sum_congr rfl fun i _ => ?_
  rw [neg_pow (n : ℝ)]
  generalize (-1 : ℝ) ^ n = u
  generalize (-1 : ℝ) ^ m = v
  ring

/-- For an even function of the lag that vanishes at all non-zero even lags, the sum over the lags
from `-2K` to `2K` is its value at zero plus twice the sum of its values at the positive odd lags
below `2K`. -/
theorem sum_even_function (F : ℤ → ℝ) (hF : ∀ d, F (-d) = F d)
    (h0 : ∀ k : ℤ, k ≠ 0 → F (2 * k) = 0) (K : ℕ) :
    ∑ d ∈ Icc (-(2 * (K : ℤ))) (2 * K), F d = F 0 + 2 * ∑ j ∈ range K, F (2 * j + 1) := by
  induction K with
  | zero => simp
  | succ K ih =>
    have e : Icc (-(2 * ((K + 1 : ℕ) : ℤ))) (2 * ((K + 1 : ℕ) : ℤ)) =
        insert (2 * ((K : ℤ) + 1)) (insert (2 * (K : ℤ) + 1) (insert (-(2 * (K : ℤ) + 1))
          (insert (-(2 * ((K : ℤ) + 1))) (Icc (-(2 * (K : ℤ))) (2 * K))))) := by
      ext d
      simp only [Finset.mem_Icc, Finset.mem_insert]
      push_cast
      omega
    rw [e, Finset.sum_insert, Finset.sum_insert, Finset.sum_insert, Finset.sum_insert, ih,
      Finset.sum_range_succ, hF, hF, h0 _ (by omega)]
    · ring
    all_goals
      simp only [Finset.mem_Icc, Finset.mem_insert]
      omega

/-- For an orthonormal filter on the window with `p` vanishing moments, the odd autocorrelations
extrapolate every polynomial of degree below `p` from the squared odd lags to zero. -/
theorem odd_lag_extrapolation (hs : SupportedOn L h) (ho : IsOrthonormal L h)
    (hm : VanishingMoments L p h) (P : ℝ[X]) (hP : P.natDegree < p) :
    P.eval 0 = 2 * ∑ j ∈ range (L / 2),
      autocorr L h (2 * j + 1) * P.eval ((2 * (j : ℝ) + 1) ^ 2) := by
  obtain ⟨F, hF⟩ : ∃ F : ℤ → ℝ, ∀ d, F d =
      (-1 : ℝ) ^ d * P.eval ((d : ℝ) ^ 2) * autocorr L h d := ⟨_, fun _ => rfl⟩
  -- the doubled moments annihilate `P (d ^ 2)`, whose degree in `d` is below `2 p`
  have hsum : ∑ d ∈ Icc (-(2 * ((L / 2 : ℕ) : ℤ))) (2 * ((L / 2 : ℕ) : ℤ)), F d = 0 := by
    simp_rw [hF, Polynomial.eval_eq_sum_range, Finset.mul_sum, Finset.sum_mul]
    rw [Finset.sum_comm]
    refine Finset.sum_eq_zero fun i hi => ?_
    rw [Finset.mem_range] at hi
    have hmom := autocorr_moment hs hm
      (Icc (-(2 * ((L / 2 : ℕ) : ℤ))) (2 * ((L / 2 : ℕ) : ℤ)))
      (fun d h1 h2 => Finset.mem_Icc.mpr (by omega)) (2 * i) (by omega)
    rw [← mul_zero (P.coeff i), ← hmom, Finset.mul_sum]
    refine Finset.sum_congr rfl fun d _ => ?_
    rw [pow_mul]
    ring
  have heven : ∀ d, F (-d) = F d := by
    intro d
    rw [hF, hF, autocorr_neg hs, Int.cast_neg, neg_sq, zpow_neg, ← inv_zpow,
      show (-1 : ℝ)⁻¹ = -1 by norm_num]
  have hzero : ∀ k : ℤ, k ≠ 0 → F (2 * k) = 0 := by
    intro k hk
    rw [hF, ho k, if_neg hk, mul_zero]
  have hF0 : F 0 = P.eval 0 := by
    have h1 : autocorr L h 0 = 1 := by simpa using ho 0
    rw [hF, h1]
    simp
  have hodd : ∑ j ∈ range (L / 2), F (2 * j + 1) = -∑ j ∈ range (L / 2),
      autocorr L h (2 * j + 1) * P.eval ((2 * (j : ℝ) + 1) ^ 2) := by
    rw [← Finset.sum_neg_distrib]
    refine Finset.sum_congr rfl fun j _ => ?_
    rw [hF, Odd.neg_one_zpow ⟨(j : ℤ), rfl⟩]
    push_cast
    ring
  rw [sum_even_function F heven hzero, hF0, hodd] at hsum
  linarith

/-- For an orthonormal filter on the window with `p` vanishing moments, the extrapolation rule
applied to the monic polynomial with simple zeros at fewer than `p` chosen squared odd lags. -/
theorem extrapolate_nodes (hs : SupportedOn L h) (ho : IsOrthonormal L h)
    (hm : VanishingMoments L p h) (S : Finset ℕ) (hS : S.card < p) :
    ∏ i ∈ S, (0 - (2 * (i : ℝ) + 1) ^ 2) = 2 * ∑ j ∈ range (L / 2),
      autocorr L h (2 * j + 1) * ∏ i ∈ S, ((2 * (j : ℝ) + 1) ^ 2 - (2 * (i : ℝ) + 1) ^ 2) := by
  have hdeg : (∏ i ∈ S, (X - C ((2 * (i : ℝ) + 1) ^ 2))).natDegree < p := by
    refine lt_of_le_of_lt (Polynomial.natDegree_prod_le _ _) ?_
    simpa only [natDegree_X_sub_C, Finset.sum_const, smul_eq_mul, mul_one] using hS
  simpa only [eval_prod, eval_sub, eval_X, eval_C] using odd_lag_extrapolation hs ho hm _ hdeg

/-- An orthonormal filter on the window with `p` vanishing moments has non-zero autocorrelation
at no fewer than `p` positive odd lags. -/
theorem card_odd_lags (hs : SupportedOn L h) (ho : IsOrthonormal L h)
    (hm : VanishingMoments L p h) :
    p ≤ ((range (L / 2)).filter fun j : ℕ => autocorr L h (2 * j + 1) ≠ 0).card := by
  by_contra hlt
  have key := extrapolate_nodes hs ho hm _ (not_le.mp hlt)
  -- every term on the right vanishes, the product on the left does not
  rw [Finset.sum_eq_zero, mul_zero] at key
  · obtain ⟨i, _, hi⟩ := Finset.prod_eq_zero_iff.mp key
    have : 0 < (2 * (i : ℝ) + 1) ^ 2 := by positivity
    linarith
  · intro j hj
    by_cases hr : autocorr L h (2 * j + 1) = 0
    · rw [hr, zero_mul]
    · rw [Finset.prod_eq_zero (Finset.mem_filter.mpr ⟨hj, hr⟩) (sub_self _), mul_zero]

/-- An orthonormal filter supported on a window of `L` positions and with `p` vanishing moments
satisfies `L ≥ 2p`. -/
theorem two_mul_moments_le_length (hs : SupportedOn L h) (ho : IsOrthonormal L h)
    (hm : VanishingMoments L p h) : 2 * p ≤ L := by
  have h1 := (card_odd_lags hs ho hm).trans (Finset.card_filter_le _ _)
  rw [Finset.card_range] at h1
  omega

/-- For an orthonormal filter of the minimal length `2p` with `p` vanishing moments, the
autocorrelation at each odd lag below `2p` is fixed by an explicit product. -/
theorem autocorr_of_minimal_length (hs : SupportedOn L h) (ho : IsOrthonormal L h)
    (hm : VanishingMoments L p h) (hL : L = 2 * p) (j : ℕ) (hj : j < p) :
    autocorr L h (2 * j + 1) = 1 / 2 * ∏ i ∈ (range p).erase j,
      (2 * (i : ℝ) + 1) ^ 2 / ((2 * (i : ℝ) + 1) ^ 2 - (2 * (j : ℝ) + 1) ^ 2) := by
  have hjp : j ∈ range p := Finset.mem_range.mpr hj
  have hcard : ((range p).erase j).card < p := by
    rw [Finset.card_erase_of_mem hjp, Finset.card_range]
    omega
  have key := extrapolate_nodes hs ho hm _ hcard
  -- only the lag `2 j + 1` survives in the extrapolation rule
  rw [show L / 2 = p by omega, Finset.sum_eq_single_of_mem j hjp] at key
  · have hne : ∏ i ∈ (range p).erase j,
        ((2 * (j : ℝ) + 1) ^ 2 - (2 * (i : ℝ) + 1) ^ 2) ≠ 0 := by
      refine Finset.prod_ne_zero_iff.mpr fun i hi h0 => Finset.ne_of_mem_erase hi ?_
      have h1 : ((i : ℝ) - j) * (i + j + 1) = 0 := by linear_combination (-1 / 4) * h0
      have h2 : (i : ℝ) + j + 1 ≠ 0 := by positivity
      exact_mod_cast sub_eq_zero.mp ((mul_eq_zero.mp h1).resolve_right h2)
    have hflip : ∀ i ∈ (range p).erase j,
        (2 * (i : ℝ) + 1) ^ 2 / ((2 * (i : ℝ) + 1) ^ 2 - (2 * (j : ℝ) + 1) ^ 2) =
        (0 - (2 * (i : ℝ) + 1) ^ 2) / ((2 * (j : ℝ) + 1) ^ 2 - (2 * (i : ℝ) + 1) ^ 2) := by
      intro i _
      rw [← neg_div_neg_eq, neg_sub, zero_sub]
    rw [Finset.prod_congr rfl hflip, Finset.prod_div_distrib, key, mul_div_assoc,
      mul_div_assoc, div_self hne]
    ring
  · intro k hk hkj
    rw [Finset.prod_eq_zero (Finset.mem_erase.mpr ⟨hkj, hk⟩) (sub_self _), mul_zero]

/-- The Haar filter: two equal taps `1/√2` at the positions `0` and `1`. -/
def haar (n : ℤ) : ℝ := if n = 0 ∨ n = 1 then 1 / √2 else 0

/-- The Haar filter has two taps, is orthonormal and has one vanishing moment. -/
theorem haar_witness :
    SupportedOn 2 haar ∧ IsOrthonormal 2 haar ∧ VanishingMoments 2 1 haar := by
  have hI : Ico (0 : ℤ) ((2 : ℕ) : ℤ) = {0, 1} := by
    ext n
    simp only [Finset.mem_Ico, Finset.mem_insert, Finset.mem_singleton]
    omega
  have h0 : haar 0 = 1 / √2 := if_pos (Or.inl rfl)
  have h1 : haar 1 = 1 / √2 := if_pos (Or.inr rfl)
  refine ⟨?_, ?_, ?_⟩
  · intro n hn
    rw [hI, Finset.mem_insert, Finset.mem_singleton] at hn
    exact if_neg hn
  · intro k
    rw [autocorr, hI, Finset.sum_pair (by norm_num)]
    by_cases hk : k = 0
    · have hsq : 1 / √2 * (1 / √2) = (1 / 2 : ℝ) := by
        rw [div_mul_div_comm, Real.mul_self_sqrt (by norm_num), one_mul]
      rw [if_pos hk, hk, mul_zero, add_zero, add_zero, h0, h1, hsq]
      norm_num
    · have h2 : haar (0 + 2 * k) = 0 := if_neg (by omega)
      have h3 : haar (1 + 2 * k) = 0 := if_neg (by omega)
      rw [if_neg hk, h2, h3, mul_zero, mul_zero, add_zero]
  · intro q hq
    have hq0 : q = 0 := by omega
    rw [hI, Finset.sum_pair (by norm_num), h0, h1, hq0, zpow_zero, zpow_one]
    ring

end

end WaveletFilterLength
```

```lean
#print axioms WaveletFilterLength.two_mul_moments_le_length
-- 'WaveletFilterLength.two_mul_moments_le_length' depends on axioms: [propext, Classical.choice, Quot.sound]
#print axioms WaveletFilterLength.autocorr_of_minimal_length
-- 'WaveletFilterLength.autocorr_of_minimal_length' depends on axioms: [propext, Classical.choice, Quot.sound]
```

## What counts as a tap, and which filters qualify

The theorem `two_mul_moments_le_length` says that for natural numbers `L` and `p` and a function `h : ℤ → ℝ`, the hypotheses `SupportedOn L h`, `IsOrthonormal L h` and `VanishingMoments L p h` imply `2 * p ≤ L`. The case \(p=0\) is included and trivial.

- **Length.** `SupportedOn` requires zeros outside the window \(0,\dots,L-1\) and allows them inside. The bound concerns the length of the window, not the number of non-zero taps. A filter stored from another starting index has to be re-indexed first.
- **Normalisation.** `IsOrthonormal` includes \(\sum_n h_n^2=1\), so tables with another scaling must be rescaled before the autocorrelations are compared. Unit norm alone doesn't give the bound: \((1,2,1)/\sqrt6\) has two vanishing moments and only three taps, but \(r(2)=1/6\).
- **Moments.** `VanishingMoments` asks for at least `p` vanishing moments, and higher ones may vanish too.
- **Attainment.** `haar_witness` shows that the Haar filter, with two taps \(1/\sqrt2\), meets all the hypotheses for \(p=1\) and \(L=2\). For larger \(p\), the file gives the autocorrelations that a filter of length \(2p\) must have, but doesn't construct one.
- **Rounded taps.** The hypotheses are equalities between real numbers. Stored floating-point taps generally satisfy them only approximately, and the theorem gives no error estimate for that case.

The statement is about one real filter. Biorthogonal pairs, in which two different filters share the conditions, and multiwavelets, which have matrix-valued taps, need bounds of their own. The continuous scaling function and the convergence of an expansion in wavelets don't enter.
